# Bond orders of an invertible Hückel Hamiltonian as an integral of H(H² + y²)⁻¹

A bond order in a Hückel or tight-binding calculation can be approximated without diagonalising the Hamiltonian H: one solves linear systems with H² + y² at a set of quadrature points y and adds up the results. The integral behind that sum gives the exact bond order if H is a finite real symmetric matrix in an orthonormal basis, no level lies at zero energy, the levels below zero are doubly occupied and the others are empty.

In Lean 4 with Mathlib:

```lean
import Mathlib

open Matrix MeasureTheory Set
open scoped Real

namespace BondOrderIntegral

noncomputable section

variable {n : Type*} [Fintype n] [DecidableEq n] {H : Matrix n n ℝ}

/-- The orbital coefficients of a real symmetric Hamiltonian: column `k` is the `k`-th
normalised eigenvector. -/
def C (hH : H.IsHermitian) : Matrix n n ℝ := (hH.eigenvectorUnitary : Matrix n n ℝ)

/-- The function `f` of the Hamiltonian: each orbital is weighted by `f` of its energy. -/
def spectralFun (hH : H.IsHermitian) (f : ℝ → ℝ) : Matrix n n ℝ :=
  C hH * diagonal (fun k => f (hH.eigenvalues k)) * (C hH)ᵀ

/-- The projector on the orbitals of negative energy. -/
def occupiedProjector (hH : H.IsHermitian) : Matrix n n ℝ :=
  spectralFun hH (fun e => if e < 0 then 1 else 0)

/-- The projector on the orbitals of zero energy. -/
def nonbondingProjector (hH : H.IsHermitian) : Matrix n n ℝ :=
  spectralFun hH (fun e => if e = 0 then 1 else 0)

/-- The bond order matrix: two electrons in each orbital of negative energy. -/
def bondOrder (hH : H.IsHermitian) : Matrix n n ℝ := (2 : ℝ) • occupiedProjector hH

/-- The kernel `H (H² + y²)⁻¹`. For symmetric `H` the inverse exists if `y ≠ 0` or `H` is
invertible. -/
def greenKernel (H : Matrix n n ℝ) (y : ℝ) : Matrix n n ℝ :=
  H * (H ^ 2 + y ^ 2 • (1 : Matrix n n ℝ))⁻¹

/-- The orbitals are complete and orthonormal. -/
theorem orbitals_orthogonal (hH : H.IsHermitian) :
    C hH * (C hH)ᵀ = 1 ∧ (C hH)ᵀ * C hH = 1 := by
  have h : C hH * (C hH)ᵀ = 1 := by
    have h0 := mem_unitaryGroup_iff.1 hH.eigenvectorUnitary.2
    rwa [star_eq_conjTranspose, conjTranspose_eq_transpose_of_trivial] at h0
  exact ⟨h, mul_eq_one_comm.1 h⟩

/-- Unit weights give the identity, and the energies as weights give the Hamiltonian. -/
theorem spectralFun_one_id (hH : H.IsHermitian) :
    spectralFun hH (fun _ => 1) = 1 ∧ spectralFun hH (fun e => e) = H := by
  constructor
  · rw [spectralFun, diagonal_one, Matrix.mul_one, (orbitals_orthogonal hH).1]
  · have h : H * C hH = C hH * diagonal hH.eigenvalues := by
      ext i k
      have h := congrFun (hH.mulVec_eigenvectorBasis k) i
      rw [mul_diagonal]
      simpa [C, mulVec, dotProduct, mul_apply, IsHermitian.eigenvectorUnitary_apply,
        mul_comm] using h
    change C hH * diagonal hH.eigenvalues * (C hH)ᵀ = H
    rw [← h, Matrix.mul_assoc, (orbitals_orthogonal hH).1, Matrix.mul_one]

/-- The entries of a function of the Hamiltonian as sums over orbitals. -/
theorem spectralFun_apply (hH : H.IsHermitian) (f : ℝ → ℝ) (i j : n) :
    spectralFun hH f i j = ∑ k, f (hH.eigenvalues k) * (C hH i k * C hH j k) := by
  rw [spectralFun, mul_apply]
  refine Finset.sum_congr rfl fun k _ => ?_
  rw [mul_diagonal, transpose_apply]
  ring

/-- Functions of the Hamiltonian multiply pointwise in the energy. -/
theorem spectralFun_mul (hH : H.IsHermitian) (f g : ℝ → ℝ) :
    spectralFun hH f * spectralFun hH g = spectralFun hH (fun e => f e * g e) := by
  unfold spectralFun
  rw [← diagonal_mul_diagonal]
  simp only [Matrix.mul_assoc]
  rw [← Matrix.mul_assoc (C hH)ᵀ (C hH), (orbitals_orthogonal hH).2, Matrix.one_mul]

/-- The occupied projector is symmetric and idempotent, keeps every eigenvector of negative
energy and annihilates every other eigenvector. -/
theorem occupiedProjector_spec (hH : H.IsHermitian) :
    (occupiedProjector hH)ᵀ = occupiedProjector hH ∧
    occupiedProjector hH * occupiedProjector hH = occupiedProjector hH ∧
    ∀ (e : ℝ) (v : n → ℝ), H *ᵥ v = e • v →
      occupiedProjector hH *ᵥ v = if e < 0 then v else 0 := by
  refine ⟨?_, ?_, fun e v hv => ?_⟩
  · simp only [occupiedProjector, spectralFun, transpose_mul, transpose_transpose,
      diagonal_transpose, Matrix.mul_assoc]
  · rw [occupiedProjector, spectralFun_mul]
    congr 1
    funext e
    split_ifs <;> norm_num
  · have h1 : (C hH)ᵀ * H = diagonal hH.eigenvalues * (C hH)ᵀ := by
      calc (C hH)ᵀ * H = (C hH)ᵀ * spectralFun hH (fun e => e) := by
            rw [(spectralFun_one_id hH).2]
        _ = _ := by
            rw [spectralFun, Matrix.mul_assoc (C hH), ← Matrix.mul_assoc (C hH)ᵀ,
              (orbitals_orthogonal hH).2, Matrix.one_mul]
    -- in the orbital basis only components of energy `e` survive
    have h2 : diagonal hH.eigenvalues *ᵥ ((C hH)ᵀ *ᵥ v) = e • ((C hH)ᵀ *ᵥ v) := by
      rw [mulVec_mulVec, ← h1, ← mulVec_mulVec, hv, mulVec_smul]
    have act : ∀ f : ℝ → ℝ, spectralFun hH f *ᵥ v = f e • v := by
      intro f
      have h3 : diagonal (fun k => f (hH.eigenvalues k)) *ᵥ ((C hH)ᵀ *ᵥ v)
          = f e • ((C hH)ᵀ *ᵥ v) := by
        ext k
        have hk := congrFun h2 k
        rw [mulVec_diagonal, Pi.smul_apply, smul_eq_mul] at hk ⊢
        by_cases hw : ((C hH)ᵀ *ᵥ v) k = 0
        · rw [hw, mul_zero, mul_zero]
        · rw [mul_right_cancel₀ hw hk]
      rw [spectralFun, ← mulVec_mulVec, ← mulVec_mulVec, h3, mulVec_smul, mulVec_mulVec,
        (orbitals_orthogonal hH).1, one_mulVec]
    rw [occupiedProjector, act]
    split_ifs <;> simp

/-- For `y > 0` the kernel weights an orbital of energy `e` by `e / (e² + y²)`. -/
theorem greenKernel_eq (hH : H.IsHermitian) {y : ℝ} (hy : 0 < y) :
    greenKernel H y = spectralFun hH (fun e => e / (e ^ 2 + y ^ 2)) := by
  obtain ⟨h1, hid⟩ := spectralFun_one_id hH
  have hS : H ^ 2 + y ^ 2 • (1 : Matrix n n ℝ) = spectralFun hH (fun e => e ^ 2 + y ^ 2) := by
    calc H ^ 2 + y ^ 2 • (1 : Matrix n n ℝ)
        = spectralFun hH (fun e => e) * spectralFun hH (fun e => e)
          + y ^ 2 • spectralFun hH (fun _ => 1) := by rw [hid, h1, sq H]
      _ = _ := by
          rw [spectralFun_mul]
          ext i j
          simp only [Matrix.add_apply, Matrix.smul_apply, smul_eq_mul, spectralFun_apply,
            Finset.mul_sum, ← Finset.sum_add_distrib]
          refine Finset.sum_congr rfl fun k _ => ?_
          ring
  have hI : (H ^ 2 + y ^ 2 • (1 : Matrix n n ℝ))⁻¹
      = spectralFun hH (fun e => (e ^ 2 + y ^ 2)⁻¹) := by
    apply inv_eq_right_inv
    rw [hS, spectralFun_mul, ← h1]
    congr 1
    funext e
    exact mul_inv_cancel₀ (by positivity)
  calc greenKernel H y
      = spectralFun hH (fun e => e) * spectralFun hH (fun e => (e ^ 2 + y ^ 2)⁻¹) := by
        rw [hid, greenKernel, hI]
    _ = _ := by simp only [spectralFun_mul, div_eq_mul_inv]

/-- The weight of a single level is integrable over `y > 0`, with integral `π/2` times the
sign of its energy. -/
theorem level_integral (e : ℝ) :
    IntegrableOn (fun y : ℝ => e / (e ^ 2 + y ^ 2)) (Ioi 0) ∧
    ∫ y in Ioi (0 : ℝ), e / (e ^ 2 + y ^ 2) = π / 2 * Real.sign e := by
  -- rescaling `y` by the energy leads to the arctangent integral
  have hs : ∀ d : ℝ, d ≠ 0 →
      (fun y : ℝ => d / (d ^ 2 + y ^ 2)) = fun y => d⁻¹ * (1 + (d⁻¹ * y) ^ 2)⁻¹ := by
    intro d hd
    funext y
    have h1 : d ^ 2 + y ^ 2 ≠ 0 := by positivity
    have h2 : 1 + (d⁻¹ * y) ^ 2 = (d ^ 2 + y ^ 2) / d ^ 2 := by field_simp
    rw [h2, inv_div]
    field_simp
  have hpos : ∀ d : ℝ, 0 < d → ∫ y in Ioi (0 : ℝ), d / (d ^ 2 + y ^ 2) = π / 2 := by
    intro d hd
    have h := integral_comp_mul_left_Ioi (fun x : ℝ => (1 + x ^ 2)⁻¹) 0 (inv_pos.2 hd)
    rw [mul_zero, integral_Ioi_inv_one_add_sq, Real.arctan_zero, sub_zero, inv_inv,
      smul_eq_mul] at h
    rw [hs d hd.ne', integral_const_mul, h, ← mul_assoc, inv_mul_cancel₀ hd.ne', one_mul]
  constructor
  · rcases eq_or_ne e 0 with rfl | he
    · simp
    · rw [hs e he]
      exact ((integrable_inv_one_add_sq.comp_mul_left' (inv_ne_zero he)).const_mul
        e⁻¹).integrableOn
  · rcases lt_trichotomy e 0 with he | rfl | he
    · have h := hpos (-e) (neg_pos.2 he)
      simp only [neg_sq, neg_div, integral_neg] at h
      rw [Real.sign_of_neg he]
      linarith
    · simp
    · rw [hpos e he, Real.sign_of_pos he, mul_one]

/-- Every entry of the kernel is integrable over `y > 0`, and its integral is `π/2` times the
entry of the sign of the Hamiltonian. -/
theorem greenKernel_integral (hH : H.IsHermitian) (i j : n) :
    IntegrableOn (fun y => greenKernel H y i j) (Ioi 0) ∧
    ∫ y in Ioi (0 : ℝ), greenKernel H y i j = π / 2 * spectralFun hH Real.sign i j := by
  have hk : EqOn (fun y => greenKernel H y i j)
      (fun y => ∑ k, hH.eigenvalues k / (hH.eigenvalues k ^ 2 + y ^ 2) *
        (C hH i k * C hH j k)) (Ioi 0) := by
    intro y hy
    simp only [greenKernel_eq hH (mem_Ioi.1 hy), spectralFun_apply]
  have hint : ∀ k ∈ Finset.univ, Integrable (fun y : ℝ =>
      hH.eigenvalues k / (hH.eigenvalues k ^ 2 + y ^ 2) *
        (C hH i k * C hH j k)) (volume.restrict (Ioi 0)) :=
    fun k _ => (level_integral (hH.eigenvalues k)).1.mul_const _
  constructor
  · exact IntegrableOn.congr_fun (integrable_finsetSum _ hint) hk.symm measurableSet_Ioi
  · rw [setIntegral_congr_fun measurableSet_Ioi hk, integral_finsetSum _ hint,
      spectralFun_apply, Finset.mul_sum]
    refine Finset.sum_congr rfl fun k _ => ?_
    rw [integral_mul_const, (level_integral _).2, mul_assoc]

/-- For any real symmetric Hamiltonian the integral formula gives the bond order matrix plus
the projector on the orbitals of zero energy. -/
theorem bondOrder_add_nonbonding (hH : H.IsHermitian) (i j : n) :
    bondOrder hH i j + nonbondingProjector hH i j =
      (if i = j then 1 else 0) - 2 / π * ∫ y in Ioi (0 : ℝ), greenKernel H y i j := by
  -- occupation numbers 2, 1, 0 are one minus the sign of the energy
  have occ : ∀ e : ℝ, 2 * (if e < 0 then (1 : ℝ) else 0) + (if e = 0 then 1 else 0)
      = 1 - Real.sign e := by
    intro e
    rcases lt_trichotomy e 0 with he | rfl | he
    · rw [if_pos he, if_neg he.ne, Real.sign_of_neg he]
      norm_num
    · simp
    · rw [if_neg he.le.not_gt, if_neg he.ne', Real.sign_of_pos he]
      norm_num
  have hpi : 2 / π * (π / 2 * spectralFun hH Real.sign i j)
      = spectralFun hH Real.sign i j := by
    have := Real.pi_ne_zero
    field_simp
  rw [(greenKernel_integral hH i j).2, hpi, ← one_apply, ← (spectralFun_one_id hH).1]
  simp only [bondOrder, occupiedProjector, nonbondingProjector, Matrix.smul_apply,
    smul_eq_mul, spectralFun_apply, Finset.mul_sum, ← Finset.sum_add_distrib,
    ← Finset.sum_sub_distrib]
  refine Finset.sum_congr rfl fun k _ => ?_
  linear_combination (C hH i k * C hH j k) * occ (hH.eigenvalues k)

/-- Bond order integral: for an invertible real symmetric Hamiltonian, every population and bond
order is `δ_ij` minus `2/π` times the integral of the entry of `H (H² + y²)⁻¹` over `y > 0`. -/
theorem bondOrder_eq_integral (hH : H.IsHermitian) (hdet : H.det ≠ 0) (i j : n) :
    bondOrder hH i j =
      (if i = j then 1 else 0) - 2 / π * ∫ y in Ioi (0 : ℝ), greenKernel H y i j := by
  -- an invertible Hamiltonian has no level at zero energy
  have hne : ∀ k, hH.eigenvalues k ≠ 0 := by
    intro k hk
    apply hdet
    rw [hH.det_eq_prod_eigenvalues]
    exact Finset.prod_eq_zero (Finset.mem_univ k) (by simp [hk])
  have h0 : nonbondingProjector hH i j = 0 := by
    rw [nonbondingProjector, spectralFun_apply]
    exact Finset.sum_eq_zero fun k _ => by rw [if_neg (hne k), zero_mul]
  rw [← bondOrder_add_nonbonding hH i j, h0, add_zero]

end

end BondOrderIntegral
```

```lean
#print axioms BondOrderIntegral.occupiedProjector_spec
-- 'BondOrderIntegral.occupiedProjector_spec' depends on axioms: [propext, Classical.choice, Quot.sound]
#print axioms BondOrderIntegral.bondOrder_eq_integral
-- 'BondOrderIntegral.bondOrder_eq_integral' depends on axioms: [propext, Classical.choice, Quot.sound]
```

## Populations and bond orders from one integral

Independent electrons fill the orbitals of negative energy in pairs. With ε_k the energy of orbital k and C_ik its normalised coefficient on site i, the quantity wanted is

P_ij = 2 Σ_{ε_k<0} C_ik C_jk.

For i = j this is the electron population of a site, and for i ≠ j a bond order; `bondOrder` holds both. The theorem `bondOrder_eq_integral` states that, for det H ≠ 0 and all sites i and j,

P_ij = δ_ij − (2/π) ∫₀^∞ [H(H² + y²)⁻¹]_ij dy.

The sites form the finite type `n`, and for a real matrix `H.IsHermitian` means symmetric. The basis is orthonormal, since no overlap matrix appears. Energies are measured from a value that separates the filled from the empty orbitals, and y is an energy too. The integrand `greenKernel` is minus the real part of the usual Green function (iy − H)⁻¹.

The occupied projector is built from one particular set of eigenvectors. `occupiedProjector_spec` shows that the choice is immaterial, even for degenerate levels: the matrix is symmetric and idempotent, keeps every eigenvector of negative energy and annihilates every other one.

To apply the formula to a molecule, one must still check that its electron number is twice the number of negative levels.

## From orbital energies to occupation numbers

A function f of H has the entries

f(H)_ij = Σ_k f(ε_k) C_ik C_jk,

which is `spectralFun_apply`. Because the orbitals are orthonormal, such functions multiply energy by energy (`spectralFun_mul`). Completeness makes f = 1 the identity matrix, and f(e) = e returns H (`spectralFun_one_id`).

For y > 0, the matrix H² + y² therefore has the weights ε_k² + y², all positive. The matrix with the reciprocal weights is its inverse, as `greenKernel_eq` verifies by multiplying the two. Hence

[H(H² + y²)⁻¹]_ij = Σ_k ε_k/(ε_k² + y²) C_ik C_jk.

Each level now contributes an elementary integral. For e > 0, the substitution y = et gives

∫₀^∞ e/(e² + y²) dy = ∫₀^∞ dt/(1 + t²) = π/2.

The integrand is odd in e, so a negative level gives −π/2 and a zero level gives 0. This is `level_integral`, which also proves integrability. The sum over orbitals is finite, so it can be exchanged with the integral, and `greenKernel_integral` obtains

∫₀^∞ [H(H² + y²)⁻¹]_ij dy = (π/2) Σ_k sign(ε_k) C_ik C_jk.

Multiplying by 2/π and subtracting from δ_ij = Σ_k C_ik C_jk leaves

Σ_k (1 − sign ε_k) C_ik C_jk.

The factor 1 − sign ε_k is 2, 1 or 0 for a negative, zero or positive level. This is the identity `occ` in `bondOrder_add_nonbonding`, and `linear_combination` applies it orbital by orbital. For any real symmetric H, the right-hand side is thus P plus the projector on the zero-energy orbitals, which count as singly occupied. The code calls these orbitals nonbonding, as is usual for hydrocarbons in Hückel theory with the carbon 2p level at zero; for a general H the name means only that their energy is zero. Since det H is the product of the ε_k, a nonzero determinant excludes such orbitals, and the stated formula follows.

## A polar bond, and a level at zero

Take two sites, the first more electronegative, with H₁₁ = −3, H₂₂ = 3 and H₁₂ = H₂₁ = −4 in some energy unit. Then H² = 25 I, so the kernel is H/(25 + y²). The integral of 1/(25 + y²) is π/10, and

P = I − H/5, that is P₁₁ = 1.6, P₂₂ = 0.4, P₁₂ = 0.8.

The direct route agrees: the level at −5 has the orbital (2, 1)/√5, and two electrons in it give populations 8/5 and 2/5 and bond order 4/5.

Symmetry of H alone is not enough for the formula. For a single site with H = 0, no level is negative, so P = 0. The kernel vanishes for every y > 0, and the right-hand side is 1: the one electron assigned to the nonbonding level.
